# Variance decay for lazy reversible Markov chains under a gap inequality

A Monte Carlo run samples the energy levels of a system with a finite spectrum, hopping from level to level so that the Boltzmann weights are preserved. Start it in level $i$ and measure a quantity $f$, with value $f_j$ in level $j$, after $n$ steps. The expected result is $(P^n f)_i$, where $P_{ij}$ is the probability of a hop from $i$ to $j$. If the run has forgotten its start, this number hardly depends on $i$. Its variance over the starting levels, weighted by the equilibrium probabilities $\pi_i$, measures the memory that is left.

How fast does this variance shrink? The answer below is a factor of at most $(1-\gamma)^2$ per step, for chains in detailed balance that stay put with probability at least one half and obey a gap inequality with constant $\gamma$.

## Observables, weights and the chain

```lean
import Mathlib

open Matrix

namespace LazyChainVarianceDecay

noncomputable section

variable {ι : Type*} [Fintype ι]
```

The type `ι` is the set of states, and `Fintype` says that it is finite. Observables and weights are functions `ι → ℝ`, one real number per state.

```lean
/-- The average of the observable `f` with statistical weights `π`. -/
def mean (π f : ι → ℝ) : ℝ := ∑ i, π i * f i
```

This is $\langle f\rangle=\sum_i \pi_i f_i$. Here `π` is the weight vector, not the number 3.14….

```lean
/-- The variance of `f`: the mean of the square minus the square of the mean. -/
def variance (π f : ι → ℝ) : ℝ := mean π (fun i => f i ^ 2) - mean π f ^ 2
```

In ordinary notation, $\mathrm{Var}(f)=\langle f^2\rangle-\langle f\rangle^2$.

```lean
/-- The fluctuation of `f` about its average. -/
def fluct (π f : ι → ℝ) : ι → ℝ := fun i => f i - mean π f
```

The fluctuation is the function $\varphi_i=f_i-\langle f\rangle$.

```lean
/-- The weighted correlation of two observables. -/
def corr (π f g : ι → ℝ) : ℝ := ∑ i, π i * f i * g i
```

Write $(f,g)=\sum_i\pi_i f_i g_i$ for this correlation. No mean is subtracted in it.

```lean
/-- The Dirichlet form: half the mean squared change of `f` in one step of the chain. -/
def dirichlet (π : ι → ℝ) (P : Matrix ι ι ℝ) (f : ι → ℝ) : ℝ :=
  (1 / 2) * ∑ i, ∑ j, π i * P i j * (f i - f j) ^ 2
```

The Dirichlet form is $D(f)=\tfrac12\sum_{i,j}\pi_iP_{ij}(f_i-f_j)^2$. It is small when one step changes $f$ little in the mean-square sense. For the lazy reversible chains defined next, an observable whose variance barely shrinks in one step has a small $D$ compared with its variance; without laziness this can fail, as the last section shows.

```lean
/-- A stochastic matrix `P` in detailed balance with the probability vector `π`,
which stays in place with probability at least one half. -/
structure IsLazyReversible (π : ι → ℝ) (P : Matrix ι ι ℝ) : Prop where
  weight_nonneg : ∀ i, 0 ≤ π i
  weight_sum : ∑ i, π i = 1
  nonneg : ∀ i j, 0 ≤ P i j
  row_sum : ∀ i, ∑ j, P i j = 1
  balance : ∀ i j, π i * P i j = π j * P j i
  lazy : ∀ i, 1 / 2 ≤ P i i
```

This structure bundles the assumptions on the chain. The weights are nonnegative and sum to one, the rows of $P$ are probability distributions, and detailed balance $\pi_iP_{ij}=\pi_jP_{ji}$ holds. The last field, `lazy`, requires $P_{ii}\ge\tfrac12$. Physically, it is as if a fair coin decided before each move whether to attempt one at all, which suppresses oscillation between groups of states. Some weights may be zero; the variance then ignores those states.

## One step as a positive symmetric operation

```lean
variable {π : ι → ℝ} {P : Matrix ι ι ℝ}

/-- The transition matrix is symmetric with respect to the weighted correlation. -/
theorem corr_symm (h : IsLazyReversible π P) (f g : ι → ℝ) :
    corr π f (P *ᵥ g) = corr π (P *ᵥ f) g := by
  simp only [corr, Matrix.mulVec, dotProduct, Finset.mul_sum, Finset.sum_mul]
  rw [Finset.sum_comm]
  refine Finset.sum_congr rfl fun j _ => Finset.sum_congr rfl fun i _ => ?_
  linear_combination f i * g j * h.balance i j
```

The argument `h` supplies the assumptions, and `P *ᵥ g` is the matrix-vector product $Pg$. The theorem says $(f,Pg)=(Pf,g)$. By hand,
$$\sum_{i,j}\pi_iP_{ij}f_ig_j=\sum_{i,j}\pi_jP_{ji}f_ig_j .$$
The proof exchanges the order of summation and compares the sums term by term. The tactic `linear_combination` closes each comparison by multiplying the detailed-balance equation by $f_ig_j$.

```lean
/-- The sum of `(f i + s f j)²` over all transitions, each weighted by `π i * P i j`, expressed by
the correlations of `f` with itself and with `P f`. -/
theorem bond_sum (h : IsLazyReversible π P) (s : ℝ) (f : ι → ℝ) :
    ∑ i, ∑ j, π i * P i j * (f i + s * f j) ^ 2
      = (1 + s ^ 2) * corr π f f + 2 * s * corr π f (P *ᵥ f) := by
  have h1 : ∑ i, ∑ j, π i * P i j * f i ^ 2 = corr π f f := by
    refine Finset.sum_congr rfl fun i _ => ?_
    have e : ∑ j, π i * P i j * f i ^ 2 = (π i * f i ^ 2) * ∑ j, P i j := by
      rw [Finset.mul_sum]
      exact Finset.sum_congr rfl fun j _ => by ring
    rw [e, h.row_sum]
    ring
  -- detailed balance exchanges the two ends of a transition
  have h2 : ∑ i, ∑ j, π i * P i j * f j ^ 2 = corr π f f := by
    rw [← h1, Finset.sum_comm]
    refine Finset.sum_congr rfl fun a _ => Finset.sum_congr rfl fun b _ => ?_
    linear_combination f a ^ 2 * h.balance b a
  have h3 : ∑ i, ∑ j, π i * P i j * (f i * f j) = corr π f (P *ᵥ f) := by
    simp only [corr, Matrix.mulVec, dotProduct, Finset.mul_sum]
    exact Finset.sum_congr rfl fun i _ => Finset.sum_congr rfl fun j _ => by ring
  calc ∑ i, ∑ j, π i * P i j * (f i + s * f j) ^ 2
      = ∑ i, ∑ j, π i * P i j * f i ^ 2 + s ^ 2 * ∑ i, ∑ j, π i * P i j * f j ^ 2
        + 2 * s * ∑ i, ∑ j, π i * P i j * (f i * f j) := by
        simp only [Finset.mul_sum, ← Finset.sum_add_distrib]
        exact Finset.sum_congr rfl fun i _ => Finset.sum_congr rfl fun j _ => by ring
    _ = _ := by rw [h1, h2, h3]; ring
```

For every real $s$,
$$\sum_{i,j}\pi_iP_{ij}(f_i+sf_j)^2=(1+s^2)(f,f)+2s\,(f,Pf).$$
Expand the square. The $f_i^2$ terms give $(f,f)$ because each row of $P$ sums to one (`h1`). The $f_j^2$ terms give the same after detailed balance exchanges the two ends of each hop (`h2`). The cross terms give $(f,Pf)$ (`h3`). The `calc` block assembles the three.

```lean
/-- For a lazy reversible chain the correlation of `f` with `P f` is never negative. -/
theorem corr_step_nonneg (h : IsLazyReversible π P) (f : ι → ℝ) :
    0 ≤ corr π f (P *ᵥ f) := by
  have key : 2 * corr π f f ≤ ∑ i, ∑ j, π i * P i j * (f i + 1 * f j) ^ 2 := by
    rw [corr, Finset.mul_sum]
    refine Finset.sum_le_sum fun i _ => ?_
    -- the diagonal term alone is large enough
    have hd : 2 * (π i * f i * f i) ≤ π i * P i i * (f i + 1 * f i) ^ 2 := by
      nlinarith [mul_nonneg (mul_nonneg (h.weight_nonneg i) (sq_nonneg (f i)))
        (sub_nonneg.2 (h.lazy i))]
    exact hd.trans (Finset.single_le_sum
      (f := fun j => π i * P i j * (f i + 1 * f j) ^ 2)
      (fun j _ => mul_nonneg (mul_nonneg (h.weight_nonneg i) (h.nonneg i j)) (sq_nonneg _))
      (Finset.mem_univ i))
  rw [bond_sum h] at key
  linarith
```

Laziness enters here. At $s=1$ the previous sum equals $2(f,f)+2(f,Pf)$. All its terms are nonnegative, and the diagonal ones alone contribute
$$\sum_i\pi_iP_{ii}(2f_i)^2\ge 2\sum_i\pi_if_i^2=2(f,f).$$
Subtracting gives $(f,Pf)\ge0$. In the code, `hd` is the diagonal estimate for one state, and `Finset.single_le_sum` says that one term of a nonnegative sum is at most the whole sum.

```lean
/-- A Cauchy-Schwarz inequality for the correlation of one observable with another
propagated by one step. -/
theorem corr_step_sq_le (h : IsLazyReversible π P) (f g : ι → ℝ) :
    corr π f (P *ᵥ g) ^ 2 ≤ corr π f (P *ᵥ f) * corr π g (P *ᵥ g) := by
  have hsym : corr π g (P *ᵥ f) = corr π f (P *ᵥ g) := by
    rw [corr_symm h g f]
    exact Finset.sum_congr rfl fun i _ => by ring
  have key : ∀ t : ℝ, 0 ≤ corr π g (P *ᵥ g) * (t * t) + (2 * corr π f (P *ᵥ g)) * t
      + corr π f (P *ᵥ f) := by
    intro t
    have e : ∀ u v : ι → ℝ, corr π (f + t • g) (u + t • v)
        = corr π f u + t * corr π f v + t * corr π g u + t * t * corr π g v := by
      intro u v
      simp only [corr, Finset.mul_sum, ← Finset.sum_add_distrib, Pi.add_apply,
        Pi.smul_apply, smul_eq_mul]
      exact Finset.sum_congr rfl fun i _ => by ring
    have hp := corr_step_nonneg h (f + t • g)
    rw [Matrix.mulVec_add, Matrix.mulVec_smul, e, hsym] at hp
    linarith
  -- a quadratic that is never negative has no positive discriminant
  have hd := discrim_le_zero key
  unfold discrim at hd
  nlinarith [hd]
```

Positivity and symmetry yield the Cauchy-Schwarz inequality $(f,Pg)^2\le(f,Pf)(g,Pg)$. For every real $t$,
$$0\le(f+tg,P(f+tg))=(g,Pg)\,t^2+2(f,Pg)\,t+(f,Pf).$$
A quadratic that is never negative has discriminant at most zero, so $4(f,Pg)^2-4(g,Pg)(f,Pf)\le0$. The statement `key` is the quadratic inequality, and `discrim_le_zero` draws the conclusion, also when the leading coefficient vanishes.

## From the gap inequality to contraction

```lean
/-- Propagating an observable and subtracting its average may be done in either order. -/
theorem fluct_step (h : IsLazyReversible π P) (f : ι → ℝ) :
    fluct π (P *ᵥ f) = P *ᵥ fluct π f := by
  have hm : mean π (P *ᵥ f) = mean π f := by
    simp only [mean, Matrix.mulVec, dotProduct, Finset.mul_sum]
    rw [Finset.sum_comm]
    refine Finset.sum_congr rfl fun j _ => ?_
    have e : ∑ i, π i * (P i j * f j) = (π j * f j) * ∑ i, P j i := by
      rw [Finset.mul_sum]
      exact Finset.sum_congr rfl fun i _ => by linear_combination f j * h.balance i j
    rw [e, h.row_sum, mul_one]
  ext i
  change (P *ᵥ f) i - mean π (P *ᵥ f) = (P *ᵥ fluct π f) i
  rw [hm]
  simp only [Matrix.mulVec, dotProduct, fluct, mul_sub, Finset.sum_sub_distrib,
    ← Finset.sum_mul, h.row_sum, one_mul]
```

The fluctuation of $Pf$ is $P\varphi$. First, the chain preserves the mean:
$$\langle Pf\rangle=\sum_{i,j}\pi_iP_{ij}f_j=\sum_j\pi_jf_j\sum_iP_{ji}=\langle f\rangle .$$
This is `hm`. Second, $P$ leaves constants unchanged because its rows sum to one, so $(P\varphi)_i=(Pf)_i-\langle f\rangle$.

```lean
/-- The variance is the correlation of the fluctuation with itself. -/
theorem variance_eq (h : IsLazyReversible π P) (f : ι → ℝ) :
    variance π f = corr π (fluct π f) (fluct π f) := by
  have e : corr π (fluct π f) (fluct π f) = ∑ i, π i * f i ^ 2
      + (-2 * mean π f) * ∑ i, π i * f i + mean π f ^ 2 * ∑ i, π i := by
    simp only [corr, fluct, Finset.mul_sum, ← Finset.sum_add_distrib]
    exact Finset.sum_congr rfl fun i _ => by ring
  have e1 : ∑ i, π i * f i ^ 2 = mean π (fun i => f i ^ 2) := rfl
  have e2 : ∑ i, π i * f i = mean π f := rfl
  rw [e, h.weight_sum, e1, e2, variance]
  ring
```

This is the familiar identity $\mathrm{Var}(f)=(\varphi,\varphi)$. Expanding gives $\langle f^2\rangle-2\langle f\rangle^2+\langle f\rangle^2\sum_i\pi_i$, and the weights sum to one.

```lean
/-- The Dirichlet form is the variance minus the correlation of the fluctuation with
its one-step propagation. -/
theorem dirichlet_eq (h : IsLazyReversible π P) (f : ι → ℝ) :
    dirichlet π P f = variance π f - corr π (fluct π f) (P *ᵥ fluct π f) := by
  have hb := bond_sum h (-1) (fluct π f)
  have e : ∑ i, ∑ j, π i * P i j * (fluct π f i + -1 * fluct π f j) ^ 2
      = ∑ i, ∑ j, π i * P i j * (f i - f j) ^ 2 :=
    Finset.sum_congr rfl fun i _ => Finset.sum_congr rfl fun j _ => by
      simp only [fluct]; ring
  rw [e] at hb
  rw [variance_eq h, dirichlet, hb]
  ring
```

Taking $s=-1$ in the earlier expansion, applied to $\varphi$, gives $2(\varphi,\varphi)-2(\varphi,P\varphi)$. The mean cancels from $\varphi_i-\varphi_j=f_i-f_j$, so halving yields
$$D(f)=\mathrm{Var}(f)-(\varphi,P\varphi).$$

```lean
/-- If the Dirichlet form of a lazy reversible chain is at least `γ` times the variance for
every observable, then after `n` steps the variance is at most `(1 - γ)^(2n)` times
its initial value. -/
theorem variance_decay [DecidableEq ι] (h : IsLazyReversible π P) {γ : ℝ}
    (gap : ∀ f, γ * variance π f ≤ dirichlet π P f) (n : ℕ) (f : ι → ℝ) :
    variance π ((P ^ n) *ᵥ f) ≤ (1 - γ) ^ (2 * n) * variance π f := by
  have hvar : ∀ g, 0 ≤ variance π g := by
    intro g
    rw [variance_eq h]
    unfold corr
    refine Finset.sum_nonneg fun i _ => ?_
    rw [mul_assoc]
    exact mul_nonneg (h.weight_nonneg i) (mul_self_nonneg _)
  -- contraction in a single step
  have step : ∀ g, variance π (P *ᵥ g) ≤ (1 - γ) ^ 2 * variance π g := by
    intro g
    have hx := corr_step_nonneg h (fluct π g)
    have hy := corr_step_nonneg h (P *ᵥ fluct π g)
    have hcs := corr_step_sq_le h (fluct π g) (P *ᵥ fluct π g)
    have hv := variance_eq h (P *ᵥ g)
    rw [fluct_step h] at hv
    rw [corr_symm h (fluct π g) (P *ᵥ fluct π g), ← hv] at hcs
    have h1 := gap g
    rw [dirichlet_eq h] at h1
    have h2 := gap (P *ᵥ g)
    rw [dirichlet_eq h, fluct_step h] at h2
    have h1' : corr π (fluct π g) (P *ᵥ fluct π g) ≤ (1 - γ) * variance π g := by
      linarith
    have h2' : corr π (P *ᵥ fluct π g) (P *ᵥ (P *ᵥ fluct π g))
        ≤ (1 - γ) * variance π (P *ᵥ g) := by linarith
    have hmul := mul_le_mul h1' h2' hy (hx.trans h1')
    rcases (hvar (P *ᵥ g)).eq_or_lt with h0 | h0
    · rw [← h0]
      exact mul_nonneg (sq_nonneg _) (hvar g)
    · refine le_of_mul_le_mul_right ?_ h0
      nlinarith [hcs, hmul]
  induction n with
  | zero => simp
  | succ n ih =>
    rw [pow_succ', ← Matrix.mulVec_mulVec]
    calc variance π (P *ᵥ ((P ^ n) *ᵥ f))
        ≤ (1 - γ) ^ 2 * variance π ((P ^ n) *ᵥ f) := step _
      _ ≤ (1 - γ) ^ 2 * ((1 - γ) ^ (2 * n) * variance π f) :=
        mul_le_mul_of_nonneg_left ih (sq_nonneg _)
      _ = (1 - γ) ^ (2 * (n + 1)) * variance π f := by ring
```

The hypothesis `gap` says $\gamma\,\mathrm{Var}(f)\le D(f)$ for every observable. The constant $\gamma$ stands for a lower bound on the relaxation rate per step of the slowest observable. It is assumed here; finding it for a given chain is a separate task. The conclusion is
$$\mathrm{Var}(P^nf)\le(1-\gamma)^{2n}\,\mathrm{Var}(f).$$

For one step, take an observable $g$ with fluctuation $\varphi$, and put $V=\mathrm{Var}(g)$ and $V'=\mathrm{Var}(Pg)=(P\varphi,P\varphi)$. The gap inequality for $g$ and for $Pg$ becomes
$$(\varphi,P\varphi)\le(1-\gamma)V,\qquad(P\varphi,P^2\varphi)\le(1-\gamma)V'.$$
These are `h1'` and `h2'`. By symmetry $V'=(\varphi,P^2\varphi)$, so Cauchy-Schwarz for the pair $\varphi$, $P\varphi$ gives
$$V'^2\le(\varphi,P\varphi)\,(P\varphi,P^2\varphi)\le(1-\gamma)^2\,V\,V'.$$
Multiplying the two gap estimates is legitimate because both left sides are nonnegative, which again uses laziness. If $V'>0$, divide by it; if $V'=0$, the claim $V'\le(1-\gamma)^2V$ is immediate. The `rcases` line makes this distinction. Induction on $n$, with $P^{n+1}=P\,P^n$, finishes the proof.

The theorem doesn't require $\gamma>0$, but for $\gamma\le0$ the bound shows no decay. At the other end, $D(f)\le\mathrm{Var}(f)$ for a lazy chain, so $\gamma\le1$ whenever some observable has positive variance.

For a simulation whose chain is finite, reversible and lazy, a known $\gamma>0$ bounds how much the expected value of a measurement after $n$ steps still varies with the starting state, as measured by the variance with weights $\pi_i$. The statistical error of a time average along the run is a different quantity.

## Two states, where the bound is exact

```lean
/-- Equal weights on two states. -/
def uniform : Fin 2 → ℝ := fun _ => 1 / 2
```

`Fin 2` is the set $\{0,1\}$. Both states have weight $\tfrac12$, which is the Boltzmann weight when the two have equal energy.

```lean
/-- The two-state chain that flips with probability `q`. -/
def flipChain (q : ℝ) : Matrix (Fin 2) (Fin 2) ℝ := !![1 - q, q; q, 1 - q]
```

The chain flips with probability $q$ and stays with probability $1-q$.

```lean
/-- For the two-state chain the Dirichlet form is exactly `2q` times the variance, and `n`
steps multiply the variance by exactly `(1 - 2q)^(2n)`. -/
theorem flipChain_exact (q : ℝ) (f : Fin 2 → ℝ) :
    dirichlet uniform (flipChain q) f = 2 * q * variance uniform f ∧
    ∀ n : ℕ, variance uniform ((flipChain q ^ n) *ᵥ f)
      = (1 - 2 * q) ^ (2 * n) * variance uniform f := by
  have a : flipChain q 0 0 = 1 - q := rfl
  have b : flipChain q 0 1 = q := rfl
  have c : flipChain q 1 0 = q := rfl
  have d : flipChain q 1 1 = 1 - q := rfl
  have step : ∀ g, variance uniform (flipChain q *ᵥ g)
      = (1 - 2 * q) ^ 2 * variance uniform g := by
    intro g
    simp only [variance, mean, uniform, Matrix.mulVec, dotProduct, Fin.sum_univ_two,
      a, b, c, d]
    ring
  constructor
  · simp only [dirichlet, variance, mean, uniform, Fin.sum_univ_two, a, b, c, d]
    ring
  · intro n
    induction n with
    | zero => simp
    | succ n ih =>
      rw [pow_succ', ← Matrix.mulVec_mulVec, step, ih]
      ring
```

For this chain $D(f)=2q\,\mathrm{Var}(f)$ and $\mathrm{Var}(P^nf)=(1-2q)^{2n}\,\mathrm{Var}(f)$, both with equality. By hand, $\mathrm{Var}(f)=\tfrac14(f_0-f_1)^2$ and $D(f)=\tfrac q2(f_0-f_1)^2$, while one step multiplies the difference $f_0-f_1$ by $1-2q$. Lean writes out the two-term sums and lets `ring` check the algebra; induction handles $n$.

Take $q=\tfrac14$ and $f=(3,1)$. The mean is $2$, the variance is $1$, and $D(f)=\tfrac12$, so $\gamma=\tfrac12$. One step gives $Pf=(2.5,\,1.5)$ with variance $\tfrac14$, and a second gives $(2.25,\,1.75)$ with variance $\tfrac1{16}$. Each step multiplies the variance by $(1-\gamma)^2=\tfrac14$.

The formulas hold for every real $q$, and $q=1$ shows what laziness is for. The chain then flips at every step and the variance never changes. Yet $D(f)=2\,\mathrm{Var}(f)$, so the gap inequality holds with $\gamma=1$, for which the decay bound would demand zero variance after one step.

```lean
/-- The two-state chain with flip probability between zero and one half is lazy and
reversible, and satisfies the gap inequality with `γ = 2q`. -/
theorem flipChain_witness {q : ℝ} (h0 : 0 ≤ q) (h1 : q ≤ 1 / 2) :
    IsLazyReversible uniform (flipChain q) ∧
    ∀ f, 2 * q * variance uniform f ≤ dirichlet uniform (flipChain q) f := by
  refine ⟨⟨?_, ?_, ?_, ?_, ?_, ?_⟩, fun f => (flipChain_exact q f).1.ge⟩
  · intro i
    norm_num [uniform]
  · norm_num [uniform, Fin.sum_univ_two]
  · intro i j
    fin_cases i <;> fin_cases j <;> simp [flipChain] <;> linarith
  · intro i
    fin_cases i <;> simp [flipChain, Fin.sum_univ_two]
  · intro i j
    fin_cases i <;> fin_cases j <;> simp [uniform, flipChain]
  · intro i
    fin_cases i <;> simp [flipChain] <;> linarith

end

end LazyChainVarianceDecay
```

For $0\le q\le\tfrac12$ the two-state chain meets every assumption of the decay theorem with $\gamma=2q$. The proof checks the six fields of the structure entry by entry and takes the gap inequality from the exact formula. In this range the general bound is attained for every $f$ and every $n$.

```lean
#print axioms LazyChainVarianceDecay.variance_decay
```

```
'LazyChainVarianceDecay.variance_decay' depends on axioms: [propext, Classical.choice, Quot.sound]
```
